# Band-energy bounds from the weight leaked into the virtual space

A small error in the band energy does not by itself show that an embedding calculation has found the right occupied space: if an occupied and a virtual level are degenerate, they can be mixed to any extent at no cost in energy. If every occupied level lies below every virtual one, and the Hamiltonian and the number of occupied orbitals are held fixed, the energy change does limit the mixing. In turn, the amount of mixing and the width of the spectrum together limit the energy change.

```lean
import Mathlib

open Matrix

namespace ProjectorEmbeddingEnergy

noncomputable section

variable {n : Type*} [Fintype n] [DecidableEq n]

/-- An orbital projector is a Hermitian idempotent matrix. -/
structure IsOrbitalProjector (D : Matrix n n ℂ) : Prop where
  herm : Dᴴ = D
  idem : D * D = D

/-- The real part of the quadratic form of `F` in the orbital `x`. -/
def expect (F : Matrix n n ℂ) (x : n → ℂ) : ℝ := (star x ⬝ᵥ F *ᵥ x).re

/-- For every `x` in the range of `P`, the real part of the quadratic form of `F` lies between `a`
and `b` times the squared norm of `x`. -/
def EnergyWindow (F P : Matrix n n ℂ) (a b : ℝ) : Prop :=
  ∀ x : n → ℂ, P *ᵥ x = x →
    a * (star x ⬝ᵥ x).re ≤ expect F x ∧ expect F x ≤ b * (star x ⬝ᵥ x).re

/-- The band energy: the real part of the trace of `F` against a density matrix. -/
def bandEnergy (F P : Matrix n n ℂ) : ℝ := (F * P).trace.re

/-- The weight of `D'` in the virtual space of `D`. -/
def leakage (D D' : Matrix n n ℂ) : ℝ := ((1 - D) * D').trace.re

/-- The projector onto the virtual space is again an orbital projector. -/
theorem IsOrbitalProjector.compl {D : Matrix n n ℂ} (hD : IsOrbitalProjector D) :
    IsOrbitalProjector (1 - D) where
  herm := by rw [conjTranspose_sub, conjTranspose_one, hD.herm]
  idem := by linear_combination (norm := noncomm_ring) hD.idem

omit [DecidableEq n] in
/-- The trace of a product of two Hermitian matrices is real. -/
theorem trace_mul_im_eq_zero {F P : Matrix n n ℂ} (hF : Fᴴ = F) (hP : Pᴴ = P) :
    (F * P).trace.im = 0 := by
  have h : star (F * P).trace = (F * P).trace := by
    rw [← trace_conjTranspose, conjTranspose_mul, hF, hP, Matrix.trace_mul_comm]
  exact Complex.conj_eq_iff_im.mp h

omit [DecidableEq n] in
/-- The real part of the trace of `Aᴴ F A` is the sum of `expect F` over the columns of `A`. -/
theorem trace_columns (F A : Matrix n n ℂ) :
    (Aᴴ * F * A).trace.re = ∑ i, expect F (fun k => A k i) := by
  rw [Matrix.mul_assoc]
  simp only [Matrix.trace, Matrix.diag_apply, expect, Complex.re_sum, Matrix.mul_apply,
    dotProduct, Matrix.mulVec, Matrix.conjTranspose_apply, Pi.star_apply]

/-- If `F` commutes with `P` and has the energy window `[a, b]` there, the energy of the part
of `Q` inside `P` lies between `a` and `b` times its weight. -/
theorem EnergyWindow.trace_bounds {F P Q : Matrix n n ℂ} {a b : ℝ}
    (hW : EnergyWindow F P a b) (hP : IsOrbitalProjector P) (hQ : IsOrbitalProjector Q)
    (hF : F * P = P * F) :
    a * (P * Q).trace.re ≤ (F * P * Q).trace.re ∧
      (F * P * Q).trace.re ≤ b * (P * Q).trace.re := by
  -- cyclicity and idempotency bring the trace to the form `Aᴴ G A` with `A = P Q`
  have key : ∀ G : Matrix n n ℂ, G * P = P * G →
      (G * P * Q).trace = ((P * Q)ᴴ * G * (P * Q)).trace := by
    intro G hG
    have e1 : (P * Q)ᴴ * G * (P * Q) = Q * (P * G * P * Q) := by
      rw [conjTranspose_mul, hP.herm, hQ.herm]
      simp only [Matrix.mul_assoc]
    have e2 : P * G * P * Q * Q = G * P * Q := by
      rw [mul_assoc (P * G * P), hQ.idem, ← hG, mul_assoc G P P, hP.idem]
    rw [e1, Matrix.trace_mul_comm Q, e2]
  have hx : ∀ i, P *ᵥ (fun k => (P * Q) k i) = fun k => (P * Q) k i := by
    intro i
    have hA : P * (P * Q) = P * Q := by rw [← mul_assoc, hP.idem]
    ext k
    exact congrArg (fun B : Matrix n n ℂ => B k i) hA
  have h1 : (P * Q).trace.re =
      ∑ i, (star (fun k => (P * Q) k i) ⬝ᵥ (fun k => (P * Q) k i)).re := by
    have h := key 1 (by rw [one_mul, mul_one])
    rw [one_mul] at h
    rw [h, trace_columns]
    simp only [expect, Matrix.one_mulVec]
  rw [key F hF, trace_columns, h1, Finset.mul_sum, Finset.mul_sum]
  exact ⟨Finset.sum_le_sum fun i _ => (hW _ (hx i)).1,
    Finset.sum_le_sum fun i _ => (hW _ (hx i)).2⟩

/-- Let `F` commute with the occupied projector `D` and have the energy windows `[m, h]` on `D` and
`[l, M]` on `1 - D`. Replacing `D` by a projector `D'` of equal trace changes the band energy by at
least `l - h` and at most `M - m` times the weight leaked into the virtual space. -/
theorem energy_leakage_bounds {F D D' : Matrix n n ℂ} {m h l M : ℝ}
    (hD : IsOrbitalProjector D) (hD' : IsOrbitalProjector D')
    (hF : F * D = D * F) (htr : D'.trace = D.trace)
    (hocc : EnergyWindow F D m h) (hvir : EnergyWindow F (1 - D) l M) :
    (l - h) * leakage D D' ≤ bandEnergy F (D' - D) ∧
      bandEnergy F (D' - D) ≤ (M - m) * leakage D D' := by
  have hF' : F * (1 - D) = (1 - D) * F := by
    rw [mul_sub, sub_mul, mul_one, one_mul, hF]
  have v : l * leakage D D' ≤ (F * (1 - D) * D').trace.re ∧
      (F * (1 - D) * D').trace.re ≤ M * leakage D D' :=
    hvir.trace_bounds hD.compl hD' hF'
  have o := hocc.trace_bounds hD hD'.compl hF
  -- equal traces: the weight lost by the occupied space is the weight gained by the virtual one
  have hw : (D * (1 - D')).trace.re = leakage D D' := by
    rw [leakage, mul_sub, sub_mul, mul_one, one_mul, trace_sub, trace_sub, htr]
  have key : F * (D' - D) = F * (1 - D) * D' - F * D * (1 - D') := by noncomm_ring
  rw [hw] at o
  rw [bandEnergy, key, trace_sub, Complex.sub_re]
  constructor
  · linarith [v.1, o.2]
  · linarith [v.2, o.1]

/-- For projectors of equal trace, twice the leaked weight is the sum of the squared moduli of
the entries of `D' - D`. -/
theorem two_mul_leakage {D D' : Matrix n n ℂ} (hD : IsOrbitalProjector D)
    (hD' : IsOrbitalProjector D') (htr : D'.trace = D.trace) :
    2 * leakage D D' = ∑ i, ∑ j, ‖(D' - D) i j‖ ^ 2 := by
  have h1 : ∀ X : Matrix n n ℂ, (X * Xᴴ).trace.re = ∑ i, ∑ j, ‖X i j‖ ^ 2 := by
    intro X
    simp only [Matrix.trace, Matrix.diag_apply, Matrix.mul_apply,
      Matrix.conjTranspose_apply, Complex.re_sum]
    refine Finset.sum_congr rfl fun i _ => Finset.sum_congr rfl fun j _ => ?_
    rw [Complex.sq_norm, Complex.normSq_apply]
    simp [Complex.mul_re]
  have hX : (D' - D)ᴴ = D' - D := by rw [conjTranspose_sub, hD.herm, hD'.herm]
  have key : (D' - D) * (D' - D) = D' - D' * D - D * D' + D := by
    linear_combination (norm := noncomm_ring) hD'.idem + hD.idem
  rw [← h1 (D' - D), hX, key]
  simp only [leakage, sub_mul, one_mul, trace_sub, trace_add, Matrix.trace_mul_comm D' D,
    htr, Complex.sub_re, Complex.add_re]
  ring

/-- Let `F` commute with the occupied projector `D` and have the energy windows `[m, h]` on `D` and
`[l, M]` on `1 - D`, with a gap `h < l`. Then a projector of equal trace that does not raise the
band energy equals `D`. -/
theorem eq_of_energy_le {F D D' : Matrix n n ℂ} {m h l M : ℝ}
    (hD : IsOrbitalProjector D) (hD' : IsOrbitalProjector D')
    (hF : F * D = D * F) (htr : D'.trace = D.trace)
    (hocc : EnergyWindow F D m h) (hvir : EnergyWindow F (1 - D) l M)
    (hgap : h < l) (hE : bandEnergy F (D' - D) ≤ 0) : D' = D := by
  have hb := (energy_leakage_bounds hD hD' hF htr hocc hvir).1
  have hd := two_mul_leakage hD hD' htr
  have hrow : ∀ i ∈ Finset.univ, 0 ≤ ∑ j, ‖(D' - D) i j‖ ^ 2 :=
    fun i _ => Finset.sum_nonneg fun j _ => sq_nonneg _
  have h0 := Finset.sum_nonneg hrow
  -- the gap forces the leaked weight, hence the distance, to vanish
  have hw : leakage D D' ≤ 0 := by
    by_contra hc
    have := mul_pos (sub_pos.2 hgap) (not_le.1 hc)
    linarith
  have hs : ∑ i, ∑ j, ‖(D' - D) i j‖ ^ 2 = 0 := by linarith
  ext i j
  have hi := (Finset.sum_eq_zero_iff_of_nonneg hrow).1 hs i (Finset.mem_univ i)
  have hj := (Finset.sum_eq_zero_iff_of_nonneg (fun j _ => sq_nonneg _)).1 hi j
    (Finset.mem_univ j)
  have hz : D' i j - D i j = 0 := norm_eq_zero.1 (pow_eq_zero_iff two_ne_zero |>.1 hj)
  exact sub_eq_zero.1 hz

/-- A two-level Hamiltonian with orbital energies `h` and `l`. -/
def levels (h l : ℝ) : Matrix (Fin 2) (Fin 2) ℂ := !![(h : ℂ), 0; 0, (l : ℂ)]

/-- The projector onto the first level. -/
def lower : Matrix (Fin 2) (Fin 2) ℂ := !![1, 0; 0, 0]

/-- The density matrix of the mixed orbital with real amplitudes `c` and `s`. -/
def mixed (c s : ℝ) : Matrix (Fin 2) (Fin 2) ℂ :=
  !![(c : ℂ) ^ 2, (c : ℂ) * s; (c : ℂ) * s, (s : ℂ) ^ 2]

/-- The two-level system with a mixed orbital meets all hypotheses of the energy bounds, with
`m = h` and `M = l`; its leaked weight is `s ^ 2` and its energy change is `(l - h) * s ^ 2`. -/
theorem energy_leakage_bounds_witness (h l c s : ℝ) (hcs : c ^ 2 + s ^ 2 = 1) :
    IsOrbitalProjector lower ∧ IsOrbitalProjector (mixed c s) ∧
    levels h l * lower = lower * levels h l ∧ (mixed c s).trace = lower.trace ∧
    EnergyWindow (levels h l) lower h h ∧ EnergyWindow (levels h l) (1 - lower) l l ∧
    leakage lower (mixed c s) = s ^ 2 ∧
    bandEnergy (levels h l) (mixed c s - lower) = (l - h) * s ^ 2 := by
  have hc : (c : ℂ) ^ 2 + (s : ℂ) ^ 2 = 1 := by exact_mod_cast hcs
  refine ⟨⟨?_, ?_⟩, ⟨?_, ?_⟩, ?_, ?_, ?_, ?_, ?_, ?_⟩
  · ext i j
    fin_cases i <;> fin_cases j <;> simp [lower]
  · ext i j
    fin_cases i <;> fin_cases j <;> simp [lower, Matrix.mul_apply, Fin.sum_univ_two]
  · ext i j
    fin_cases i <;> fin_cases j <;> simp [mixed]
  · have e1 : (c : ℂ) ^ 2 * (c : ℂ) ^ 2 + (c : ℂ) * s * ((c : ℂ) * s) = (c : ℂ) ^ 2 := by
      linear_combination (c : ℂ) ^ 2 * hc
    have e2 : (c : ℂ) ^ 2 * ((c : ℂ) * s) + (c : ℂ) * s * (s : ℂ) ^ 2 = (c : ℂ) * s := by
      linear_combination (c : ℂ) * s * hc
    have e3 : (c : ℂ) * s * (c : ℂ) ^ 2 + (s : ℂ) ^ 2 * ((c : ℂ) * s) = (c : ℂ) * s := by
      linear_combination (c : ℂ) * s * hc
    have e4 : (c : ℂ) * s * ((c : ℂ) * s) + (s : ℂ) ^ 2 * (s : ℂ) ^ 2 = (s : ℂ) ^ 2 := by
      linear_combination (s : ℂ) ^ 2 * hc
    rw [mixed, Matrix.mul_fin_two, e1, e2, e3, e4]
  · simp [levels, lower]
  · simp [mixed, lower, Matrix.trace_fin_two, hc]
  · intro x hx
    have h1 : x 1 = 0 := by
      have := congrFun hx 1
      simp [lower, Matrix.mulVec, dotProduct, Fin.sum_univ_two] at this
      first | exact this | exact this.symm
    have e : expect (levels h l) x = h * (star x ⬝ᵥ x).re := by
      simp [expect, levels, Matrix.mulVec, dotProduct, Fin.sum_univ_two, h1]
      ring
    exact ⟨e.ge, e.le⟩
  · intro x hx
    have h0 : x 0 = 0 := by
      have := congrFun hx 0
      simp [lower, Matrix.mulVec, dotProduct, Fin.sum_univ_two] at this
      first | exact this | exact this.symm
    have e : expect (levels h l) x = l * (star x ⬝ᵥ x).re := by
      simp [expect, levels, Matrix.mulVec, dotProduct, Fin.sum_univ_two, h0]
      ring
    exact ⟨e.ge, e.le⟩
  · simp [leakage, lower, mixed, Matrix.trace_fin_two, Matrix.mul_apply, Fin.sum_univ_two,
      pow_two]
  · simp [bandEnergy, levels, lower, mixed, Matrix.trace_fin_two, pow_two]
    linear_combination h * hcs

end

end ProjectorEmbeddingEnergy
```

```lean
#print axioms ProjectorEmbeddingEnergy.trace_mul_im_eq_zero
#print axioms ProjectorEmbeddingEnergy.energy_leakage_bounds
#print axioms ProjectorEmbeddingEnergy.eq_of_energy_le
```

```
'ProjectorEmbeddingEnergy.trace_mul_im_eq_zero' depends on axioms: [propext, Classical.choice, Quot.sound]
'ProjectorEmbeddingEnergy.energy_leakage_bounds' depends on axioms: [propext, Classical.choice, Quot.sound]
'ProjectorEmbeddingEnergy.eq_of_energy_le' depends on axioms: [propext, Classical.choice, Quot.sound]
```

## Energy change and leaked weight

Let $F$ be a complex $n\times n$ matrix, the one-particle Hamiltonian, and let $D$ be the projector onto the occupied orbitals, with $FD=DF$. Let $D'$ be another projector with $\operatorname{tr}D'=\operatorname{tr}D$. The weight of $D'$ in the virtual space of $D$ is

$$w=\operatorname{Re}\operatorname{tr}\big((1-D)D'\big).$$

Suppose that the real part of the expectation value of $F$ lies in $[m,h]$ for every unit vector in the range of $D$, and in $[l,M]$ for every unit vector in the range of $1-D$. Then `energy_leakage_bounds` states

$$(l-h)\,w\;\le\;\operatorname{Re}\operatorname{tr}\big(F(D'-D)\big)\;\le\;(M-m)\,w .$$

Two further theorems give $w$ its meaning. By `two_mul_leakage`, $2w=\sum_{ij}|D'_{ij}-D_{ij}|^2$, the squared Frobenius distance between the projectors. By `eq_of_energy_le`, if $h<l$ and $D'$ does not raise the band energy, then $D'=D$.

## Orbitals, levels and electron number

`IsOrbitalProjector` requires a Hermitian idempotent matrix, which describes a determinant with integer occupations in an orthonormal basis. Equal traces mean equal numbers of occupied orbitals. The condition $FD=DF$ says that $F$ does not couple occupied to virtual orbitals, as at a converged closed-shell Hartree–Fock or Kohn–Sham solution.

`EnergyWindow F P a b` expresses the level bounds without normalising: for every $x$ with $Px=x$, the real part of $x^\dagger Fx$ lies between $a\,x^\dagger x$ and $b\,x^\dagger x$. For Hermitian $F$ with both spaces nonzero, one may take $m$ and $h$ as the lowest and highest occupied levels, and $l$ and $M$ as the lowest and highest virtual ones. Then $l-h$ is the gap between the highest occupied and the lowest virtual level, and $h<l$ says that the levels are filled from the bottom. A spectrum contained in $[m,M]$ supplies the outer bounds as well.

The bounds do not require $F$ to be Hermitian, so `bandEnergy` is defined as a real part. For Hermitian $F$ nothing is discarded, because `trace_mul_im_eq_zero` shows that the trace of a product of two Hermitian matrices is real.

In projector-based embedding, $D'$ can be the sum of the subsystem projectors, provided that the orbitals of different subsystems are exactly orthogonal. If such a $D'$ has the same trace as $D$ and $h<l$, then for a fixed $F$ in a finite basis the lower bound turns a band-energy error into a bound on the density-matrix error. A finite level shift that leaves some overlap between subsystems gives a sum that is not idempotent and is not covered. Nor are fractional occupations, or the response of $F$ to the density in a self-consistent total energy.

## Splitting the energy change

The derivation starts from the identity

$$F(D'-D)=F(1-D)D'-FD(1-D').$$

The first term is the energy gained in the virtual space, the second the energy removed from the occupied space. Their weights agree, since equal traces give

$$\operatorname{Re}\operatorname{tr}\big(D(1-D')\big)=\operatorname{Re}\big(\operatorname{tr}D'-\operatorname{tr}(DD')\big)=w .$$

Each term has the form $\operatorname{tr}(FPQ)$, with projectors $P,Q$ and $FP=PF$. Put $A=PQ$. Cyclicity, idempotency and $FP=PF$ give

$$\operatorname{tr}(A^\dagger FA)=\operatorname{tr}(QPFPQ)=\operatorname{tr}(PFPQ)=\operatorname{tr}(FPQ).$$

Let $x_i$ be the columns of $A$. Then $\operatorname{tr}(A^\dagger FA)=\sum_i x_i^\dagger Fx_i$, and $Px_i=x_i$ because $PA=A$. Replacing $F$ by the identity gives $\operatorname{tr}(PQ)=\sum_i x_i^\dagger x_i$. If $F$ has the window $[a,b]$ on the range of $P$, summing over columns yields

$$a\operatorname{tr}(PQ)\le\operatorname{Re}\operatorname{tr}(FPQ)\le b\operatorname{tr}(PQ).$$

The choice $P=1-D$, $Q=D'$ places the first term between $lw$ and $Mw$. The choice $P=D$, $Q=1-D'$ places the second between $mw$ and $hw$. Subtraction gives both bounds.

In the code, `trace_columns` is the expansion over columns and `EnergyWindow.trace_bounds` is the estimate for $P$ and $Q$. Its internal statement `key` holds for any matrix `G` commuting with `P`, so it serves for both $F$ and the identity. `IsOrbitalProjector.compl` allows $1-D$ and $1-D'$ to be used as projectors. In the main theorem, `noncomm_ring` checks the splitting, `hw` equates the weights, and `linarith` performs the subtraction.

## From energy to distance

For the distance formula, expand

$$(D'-D)^2=D'-D'D-DD'+D .$$

With equal traces, the real part of the trace is $2\operatorname{Re}\big(\operatorname{tr}D'-\operatorname{tr}(DD')\big)=2w$. Since $D'-D$ is Hermitian, the same trace is the sum of the squared moduli of its entries, which is `h1` in the proof.

Now let $h<l$ and let the energy change be at most zero. The lower bound gives $(l-h)w\le0$, so $w\le0$. The distance formula gives $w\ge0$. Hence $w=0$, every entry of $D'-D$ vanishes, and $D'=D$. The Lean proof extracts this from the double sum, first by rows and then by entries.

## Two levels, then four

`energy_leakage_bounds_witness` takes levels $h$ and $l$ and replaces the first orbital by one with real amplitudes $(c,s)$, where $c^2+s^2=1$. The leaked weight is $s^2$ and the energy change is $(l-h)s^2$. With $m=h$ and $M=l$, both bounds are attained at every mixing. For $l=h$ the energy change is zero whatever $s$ is, which is the degenerate case described at the start.

With more levels the bounds can be strict. Take $F=\operatorname{diag}(-3,-1,2,4)$ with the first two levels occupied, so that $m=-3$, $h=-1$, $l=2$ and $M=4$. Replace the first orbital $e_1$ by $0.8\,e_1+0.6\,e_3$ and keep $e_2$. Then $w=0.36$, and the band energy rises from $-4$ to

$$0.64\,(-3)+0.36\cdot2-1=-2.2 .$$

The change, $1.8$, lies between $3\cdot0.36=1.08$ and $7\cdot0.36=2.52$. Knowing only the change and the gap, one would conclude that $w\le1.8/3=0.6$.
